# Small time steps cost proportionally more iterations for an exponentially correlated FCIQMC signal

If successive readings from full configuration interaction quantum Monte Carlo (FCIQMC) are treated as independent, their positive correlation makes the error bar too small. Suppose that the variance of a reading and the correlation time, measured in imaginary time, do not depend on the time step. Then a long run with half the time step and the same number of iterations looks as precise as before, though it is not.

Let \(X_i\) be the reading at step \(i=0,1,\dots\), with covariance \(g_0a^k\) between \(X_i\) and \(X_{i+k}\). Here \(g_0\) is the variance of one reading and \(a\) the correlation between neighbours. `IsGeometricNoise` states this, with finite second moments (`MemLp … 2`); `runMean` is the mean \(\bar X_n\) of \(X_0,\dots,X_{n-1}\). `noiseConstant` is written \(K(a)\) below.

```lean
import Mathlib

open Filter Topology MeasureTheory ProbabilityTheory

namespace FCIQMCStatisticalError

noncomputable section

variable {Ω : Type*} [MeasurableSpace Ω] {μ : Measure Ω} {X : ℕ → Ω → ℝ} {g₀ a : ℝ}

/-- A square-integrable signal whose autocovariance at a lag of `k` steps is `g₀ a ^ k`. -/
structure IsGeometricNoise (μ : Measure Ω) (X : ℕ → Ω → ℝ) (g₀ a : ℝ) : Prop where
  memLp : ∀ i, MemLp (X i) 2 μ
  autocov : ∀ i k, cov[X i, X (i + k); μ] = g₀ * a ^ k

/-- The mean of the signal over its first `n` steps, for `n ≥ 1`. -/
def runMean (X : ℕ → Ω → ℝ) (n : ℕ) (ω : Ω) : ℝ := (∑ i ∈ Finset.range n, X i ω) / n

/-- The noise constant `g₀ (1 + a) / (1 - a)`, for `a ≠ 1`. -/
def noiseConstant (g₀ a : ℝ) : ℝ := g₀ * (1 + a) / (1 - a)
```

## (a) Variance of a sum

For \(S_n=\sum_{i=0}^{n-1}X_i\), show that
\[(1-a)^2\,\mathrm{Var}\,S_n=g_0\left[n(1-a^2)-2a(1-a^n)\right].\]

Both sides vanish at \(n=0\). Adding \(X_n\) raises the variance by \(g_0+2g_0\sum_{i=0}^{n-1}a^{n-i}\), where \((1-a)\sum_{i=0}^{n-1}a^{n-i}=a(1-a^n)\). Times \((1-a)^2\), the increase is
\[g_0\left[(1-a)^2+2a(1-a)(1-a^n)\right]=g_0\left[1-a^2-2a^{n+1}(1-a)\right],\]
which is also the increase of the right side.

In Lean, `variance_sum'` gives the double sum of covariances, `hcol` and `hrow` evaluate its new column and row, and `hgeo` is the geometric series.

```lean
/-- The variance of the sum of the first `n` values of a signal with autocovariances
`g₀ a ^ k`, in closed form and multiplied by `(1 - a) ^ 2`. -/
theorem variance_sum_steps [IsProbabilityMeasure μ] (h : IsGeometricNoise μ X g₀ a) (n : ℕ) :
    (1 - a) ^ 2 * Var[∑ i ∈ Finset.range n, X i; μ]
      = g₀ * (n * (1 - a ^ 2) - 2 * a * (1 - a ^ n)) := by
  -- the covariances of one step with all earlier ones form a geometric series
  have hgeo : ∀ m : ℕ, (1 - a) * ∑ i ∈ Finset.range m, a ^ (m - i) = a * (1 - a ^ m) := by
    intro m
    induction m with
    | zero => simp
    | succ m ih =>
      rw [Finset.sum_range_succ']
      simp only [Nat.add_sub_add_right, Nat.sub_zero]
      linear_combination ih
  rw [variance_sum' (fun i _ => h.memLp i)]
  induction n with
  | zero => simp
  | succ n ih =>
    have hcol : ∑ i ∈ Finset.range n, cov[X i, X n; μ]
        = g₀ * ∑ i ∈ Finset.range n, a ^ (n - i) := by
      rw [Finset.mul_sum]
      refine Finset.sum_congr rfl fun i hi => ?_
      have h1 := h.autocov i (n - i)
      rwa [Nat.add_sub_cancel' (Finset.mem_range.mp hi).le] at h1
    have hrow : ∑ j ∈ Finset.range n, cov[X n, X j; μ]
        = g₀ * ∑ i ∈ Finset.range n, a ^ (n - i) := by
      rw [← hcol]
      exact Finset.sum_congr rfl fun j _ => covariance_comm _ _
    have hd : cov[X n, X n; μ] = g₀ := by simpa using h.autocov n 0
    simp only [Finset.sum_range_succ, Finset.sum_add_distrib]
    rw [hcol, hrow, hd]
    push_cast
    linear_combination ih + 2 * g₀ * (1 - a) * hgeo n
```

## (b) Variance of the mean

For \(n\ge1\) and \(a\ne1\), show that
\[n\,\mathrm{Var}\,\bar X_n=K(a)-\frac{2g_0a(1-a^n)}{n(1-a)^2},\qquad K(a)=g_0\frac{1+a}{1-a}.\]

Since \(\mathrm{Var}\,\bar X_n=\mathrm{Var}\,S_n/n^2\), divide (a) by \(n(1-a)^2\) and use \((1-a^2)/(1-a)^2=(1+a)/(1-a)\). `variance_const_mul` supplies the factor \(1/n^2\).

```lean
/-- For `n ≥ 1` steps and `a ≠ 1`, `n` times the variance of the mean is the noise constant
minus an explicit finite-length correction. -/
theorem variance_runMean [IsProbabilityMeasure μ] (h : IsGeometricNoise μ X g₀ a)
    (ha : a ≠ 1) {n : ℕ} (hn : n ≠ 0) :
    n * Var[runMean X n; μ]
      = noiseConstant g₀ a - 2 * g₀ * a * (1 - a ^ n) / (n * (1 - a) ^ 2) := by
  have h1 : 1 - a ≠ 0 := sub_ne_zero.mpr ha.symm
  have hn' : (n : ℝ) ≠ 0 := Nat.cast_ne_zero.mpr hn
  have hmean : runMean X n = fun ω => (n : ℝ)⁻¹ * (∑ i ∈ Finset.range n, X i) ω := by
    funext ω
    rw [runMean, Finset.sum_apply, div_eq_inv_mul]
  have hV : Var[∑ i ∈ Finset.range n, X i; μ]
      = g₀ * (n * (1 - a ^ 2) - 2 * a * (1 - a ^ n)) / (1 - a) ^ 2 := by
    rw [eq_div_iff (pow_ne_zero 2 h1), mul_comm]
    exact variance_sum_steps h n
  rw [hmean, variance_const_mul, hV, noiseConstant]
  field_simp
  ring
```

## (c) Long runs

For \(|a|<1\), show that \(n\,\mathrm{Var}\,\bar X_n\to K(a)\) as \(n\to\infty\).

In (b), \(a^n\to0\) and \(1/n\to0\), so the correction vanishes. Lean takes this limit first, then uses `congr'` to identify the expression with the variance for \(n>0\).

The value \(a=1\) has to be excluded: if every \(X_i\) is the same variable with variance \(g_0>0\), then \(n\,\mathrm{Var}\,\bar X_n=ng_0\) diverges.

```lean
/-- If `|a| < 1`, then `n` times the variance of the `n`-step mean tends to
`g₀ (1 + a) / (1 - a)`. -/
theorem tendsto_variance_runMean [IsProbabilityMeasure μ] (h : IsGeometricNoise μ X g₀ a)
    (ha : |a| < 1) :
    Tendsto (fun n : ℕ => n * Var[runMean X n; μ]) atTop (𝓝 (noiseConstant g₀ a)) := by
  have hp := tendsto_pow_atTop_nhds_zero_of_abs_lt_one ha
  have hi : Tendsto (fun n : ℕ => (n : ℝ)⁻¹) atTop (𝓝 0) :=
    tendsto_inv_atTop_zero.comp tendsto_natCast_atTop_atTop
  have ht := (((hp.const_sub 1).mul hi).const_mul (2 * g₀ * a / (1 - a) ^ 2)).const_sub
    (noiseConstant g₀ a)
  simp only [mul_zero, sub_zero] at ht
  refine ht.congr' ?_
  filter_upwards [eventually_gt_atTop 0] with n hn
  rw [variance_runMean h (abs_lt.mp ha).2.ne hn.ne']
  simp only [div_eq_mul_inv, mul_inv]
  ring
```

## (d) Bounds at a finite step

Let \(x>0\) be the time step in units of the correlation time, and \(g_0\ge0\). Show that
\[g_0(1+e^{-x})\le xK(e^{-x})\le g_0(2+x).\]

Put \(a=e^{-x}\). The inequality \(1+y\le e^y\) gives \(1-a\le x\) at \(y=-x\) and, at \(y=x\) after multiplication by \(a\), \(xa\le1-a\). These are `hlow` and `hup`. The first gives the lower bound. The second gives \(x(1+a)\le(2+x)(1-a)\), hence the upper one.

```lean
/-- For a step of `x > 0` correlation times and `g₀ ≥ 0`, the noise constant times `x` lies
between `g₀ (1 + exp (-x))` and `g₀ (2 + x)`. -/
theorem noiseConstant_bounds (hg : 0 ≤ g₀) {x : ℝ} (hx : 0 < x) :
    g₀ * (1 + Real.exp (-x)) ≤ x * noiseConstant g₀ (Real.exp (-x)) ∧
      x * noiseConstant g₀ (Real.exp (-x)) ≤ g₀ * (2 + x) := by
  have hlt : Real.exp (-x) < 1 := Real.exp_lt_one_iff.mpr (by linarith)
  have hpos := Real.exp_pos (-x)
  have hlow : 0 ≤ x - (1 - Real.exp (-x)) := by linarith [Real.add_one_le_exp (-x)]
  have hup : 0 ≤ 1 - Real.exp (-x) - x * Real.exp (-x) := by
    have h1 := mul_le_mul_of_nonneg_left (Real.add_one_le_exp x) hpos.le
    rw [← Real.exp_add, neg_add_cancel, Real.exp_zero] at h1
    linarith
  have hd : 0 < 1 - Real.exp (-x) := by linarith
  rw [noiseConstant, ← mul_div_assoc]
  constructor
  · rw [le_div_iff₀ hd]
    nlinarith [mul_nonneg (mul_nonneg hg (by linarith : 0 ≤ 1 + Real.exp (-x))) hlow]
  · rw [div_le_iff₀ hd]
    nlinarith [mul_nonneg hg hup]
```

## (e) The small-step limit

Show that \(xK(e^{-x})\to2g_0\) as \(x\to0^+\).

Both bounds in (d) tend to \(2g_0\). Lean squeezes at \(g_0=1\) and then multiplies by \(g_0\).

The one-sided limit is the filter `𝓝[>] 0`: a property holds eventually if it holds on some interval \((0,\delta)\). `self_mem_nhdsWithin` therefore supplies \(x>0\), which (d) requires, and the value at \(x=0\) never enters.

```lean
/-- As the step `x`, in units of the correlation time, tends to 0 from above, `x` times the
noise constant tends to `2 g₀`. -/
theorem tendsto_noiseConstant (g₀ : ℝ) :
    Tendsto (fun x => x * noiseConstant g₀ (Real.exp (-x))) (𝓝[>] 0) (𝓝 (2 * g₀)) := by
  have hl : Tendsto (fun x : ℝ => 1 * (1 + Real.exp (-x))) (𝓝[>] 0) (𝓝 2) := by
    have hc : Continuous fun x : ℝ => 1 * (1 + Real.exp (-x)) := by fun_prop
    refine (hc.tendsto' 0 2 ?_).mono_left nhdsWithin_le_nhds
    norm_num
  have hu : Tendsto (fun x : ℝ => 1 * (2 + x)) (𝓝[>] 0) (𝓝 2) := by
    have hc : Continuous fun x : ℝ => 1 * (2 + x) := by fun_prop
    exact (hc.tendsto' 0 2 (by norm_num)).mono_left nhdsWithin_le_nhds
  -- squeeze at unit variance, then restore the factor `g₀`
  have h1 : Tendsto (fun x => x * noiseConstant 1 (Real.exp (-x))) (𝓝[>] 0) (𝓝 2) := by
    refine tendsto_of_tendsto_of_tendsto_of_le_of_le' hl hu ?_ ?_
    · filter_upwards [self_mem_nhdsWithin] with x hx
      exact (noiseConstant_bounds zero_le_one hx).1
    · filter_upwards [self_mem_nhdsWithin] with x hx
      exact (noiseConstant_bounds zero_le_one hx).2
  have h2 := h1.const_mul g₀
  rw [mul_comm g₀ 2] at h2
  refine h2.congr fun x => ?_
  simp only [noiseConstant]
  ring
```

## (f) Rescaled steps

For \(c>0\), show that \(cx\to0^+\) as \(x\to0^+\).

Continuity gives the limit and \(c>0\) keeps \(cx\) positive; `tendsto_nhdsWithin_iff` separates these two claims.

```lean
/-- Rescaling a step by a factor `c > 0` preserves the limit of small positive steps. -/
theorem tendsto_rescale {c : ℝ} (hc : 0 < c) :
    Tendsto (fun x : ℝ => c * x) (𝓝[>] 0) (𝓝[>] 0) := by
  have hcont : Continuous fun x : ℝ => c * x := by fun_prop
  refine tendsto_nhdsWithin_iff.mpr
    ⟨(hcont.tendsto' 0 0 (mul_zero c)).mono_left nhdsWithin_le_nhds, ?_⟩
  filter_upwards [self_mem_nhdsWithin] with x hx
  exact mul_pos hc hx
```

## (g) Both limits for a family of time steps

Let \(T>0\) be the correlation time in imaginary time. For each time step \(\tau>0\), let the signal `Y τ` have \(a=e^{-\tau/T}\), with the same \(g_0\) and \(T\). Show that
\[n\,\mathrm{Var}\,\bar Y_{\tau,n}\xrightarrow[n\to\infty]{}K(e^{-\tau/T}),\qquad \tau K(e^{-\tau/T})\xrightarrow[\tau\to0^+]{}2Tg_0.\]

As \(0<a<1\), (c) gives the first limit. With \(x=\tau/T\), \(\tau K=T\,xK\to2Tg_0\) by (e) and (f).

Applying this to a real FCIQMC run requires that its signal have a single decay time, with \(g_0\) and \(T\) independent of \(\tau\); that is assumed here.

```lean
/-- Let the signal at each time step `τ > 0` have autocovariances `g₀ exp (-τ / T) ^ k` with
`T > 0`. Then `n` times the variance of the `n`-step mean tends to the noise constant, and `τ`
times that constant tends to `2 T g₀` as `τ` tends to 0 from above. -/
theorem statistical_error_small_step [IsProbabilityMeasure μ] {T : ℝ} (hT : 0 < T)
    (Y : ℝ → ℕ → Ω → ℝ)
    (hY : ∀ τ > 0, IsGeometricNoise μ (Y τ) g₀ (Real.exp (-τ / T))) :
    (∀ τ > 0, Tendsto (fun n : ℕ => n * Var[runMean (Y τ) n; μ]) atTop
      (𝓝 (noiseConstant g₀ (Real.exp (-τ / T))))) ∧
    Tendsto (fun τ => τ * noiseConstant g₀ (Real.exp (-τ / T))) (𝓝[>] 0)
      (𝓝 (2 * T * g₀)) := by
  constructor
  · intro τ hτ
    refine tendsto_variance_runMean (hY τ hτ) ?_
    rw [abs_of_pos (Real.exp_pos _), Real.exp_lt_one_iff]
    exact div_neg_of_neg_of_pos (neg_lt_zero.mpr hτ) hT
  · have h := ((tendsto_noiseConstant g₀).comp (tendsto_rescale (inv_pos.mpr hT))).const_mul T
    rw [show T * (2 * g₀) = 2 * T * g₀ by ring] at h
    refine h.congr fun τ => ?_
    have he : -(T⁻¹ * τ) = -τ / T := by ring
    simp only [Function.comp_apply, he]
    rw [← mul_assoc, ← mul_assoc, mul_inv_cancel₀ hT.ne', one_mul]
```

## (h) The cost in iterations

For \(g_0\ne0\) and \(c>0\), show that
\[\frac{c\,K(e^{-cx})}{K(e^{-x})}\to1\quad(x\to0^+).\]

Multiply numerator and denominator by \(x\); both tend to \(2g_0\ne0\). Lean divides the two limits and cancels \(x\) with `mul_div_mul_left`.

In this single-exponential model, a small target variance \(\varepsilon^2\) takes roughly \(K/\varepsilon^2\) iterations, so halving a small step about doubles their number.

```lean
/-- For `g₀ ≠ 0` and `c > 0`, multiplying a small step by `c` divides the noise constant by
`c`, up to a factor that tends to 1 as the step tends to 0 from above. -/
theorem iterations_inverse_to_step (hg : g₀ ≠ 0) {c : ℝ} (hc : 0 < c) :
    Tendsto (fun x => c * noiseConstant g₀ (Real.exp (-(c * x)))
      / noiseConstant g₀ (Real.exp (-x))) (𝓝[>] 0) (𝓝 1) := by
  have h2 : 2 * g₀ ≠ 0 := mul_ne_zero two_ne_zero hg
  have h := ((tendsto_noiseConstant g₀).comp (tendsto_rescale hc)).div
    (tendsto_noiseConstant g₀) h2
  rw [div_self h2] at h
  refine h.congr' ?_
  filter_upwards [self_mem_nhdsWithin] with x hx
  have hx' : x ≠ 0 := ne_of_gt hx
  simp only [Pi.div_apply, Function.comp_apply]
  rw [mul_comm c x, mul_assoc, mul_div_mul_left _ _ hx']
```

## (i) A signal with these covariances

Let \(z_0,z_1,\dots\) be independent standard Gaussians, \(g_0\ge0\) and \(a^2\le1\). For
\[X_0=\sqrt{g_0}\,z_0,\qquad X_{k+1}=aX_k+\sqrt{g_0(1-a^2)}\,z_{k+1},\]
show that \(\mathrm{cov}(X_i,X_{i+k})=g_0a^k\).

\(X_i\) is uncorrelated with later kicks (`hfut`). Its variance stays at \(a^2g_0+g_0(1-a^2)=g_0\) (`hvar`), and each further step of lag multiplies the covariance by \(a\). Taking \(a=e^{-\tau/T}\) supplies the signals assumed in (g), all on one probability space.

```lean
/-- The law of a sequence of independent standard Gaussian kicks. -/
abbrev kicks : Measure (ℕ → ℝ) := Measure.infinitePi fun _ => gaussianReal 0 1

/-- A signal that keeps a fraction `a` of its value at each step and receives a random kick,
for `g₀ ≥ 0` and `a ^ 2 ≤ 1`. -/
def relaxation (g₀ a : ℝ) : ℕ → (ℕ → ℝ) → ℝ
  | 0 => fun z => √g₀ * z 0
  | k + 1 => fun z => a * relaxation g₀ a k z + √(g₀ * (1 - a ^ 2)) * z (k + 1)

/-- For `g₀ ≥ 0` and `a ^ 2 ≤ 1`, the relaxation driven by Gaussian kicks has autocovariances
`g₀ a ^ k`. -/
theorem isGeometricNoise_witness (hg : 0 ≤ g₀) (ha : a ^ 2 ≤ 1) :
    IsGeometricNoise kicks (relaxation g₀ a) g₀ a := by
  have hmp := fun k : ℕ => measurePreserving_eval_infinitePi (fun _ : ℕ => gaussianReal 0 1) k
  have hz : ∀ k : ℕ, MemLp (fun z : ℕ → ℝ => z k) 2 kicks := fun k =>
    (memLp_id_gaussianReal' 2 (by simp)).comp_measurePreserving (hmp k)
  have hz0 : ∀ i j : ℕ, i ≠ j → cov[fun z : ℕ → ℝ => z i, fun z => z j; kicks] = 0 :=
    fun i j hij => ((iIndepFun_infinitePi (P := fun _ : ℕ => gaussianReal 0 1)
      (X := fun _ x => x) (fun _ => measurable_id)).indepFun hij).covariance_eq_zero (hz i) (hz j)
  have hz1 : ∀ k : ℕ, cov[fun z : ℕ → ℝ => z k, fun z => z k; kicks] = 1 := by
    intro k
    rw [covariance_self (measurable_pi_apply k).aemeasurable]
    have hv : Var[id; gaussianReal 0 1] = 1 := by simp [variance_id_gaussianReal]
    rw [← (hmp k).map_eq, variance_map aemeasurable_id (hmp k).measurable.aemeasurable] at hv
    exact hv
  have hlin : ∀ (U V W : (ℕ → ℝ) → ℝ) (p q : ℝ), MemLp U 2 kicks → MemLp V 2 kicks →
      MemLp W 2 kicks → cov[fun z => p * U z + q * V z, W; kicks]
        = p * cov[U, W; kicks] + q * cov[V, W; kicks] := by
    intro U V W p q hU hV hW
    change cov[(fun z => p * U z) + (fun z => q * V z), W; kicks] = _
    rw [covariance_add_left (hU.const_mul p) (hV.const_mul q) hW,
      covariance_const_mul_left, covariance_const_mul_left]
  have hR : ∀ k, MemLp (relaxation g₀ a k) 2 kicks := by
    intro k
    induction k with
    | zero => exact (hz 0).const_mul _
    | succ k ih => exact (ih.const_mul a).add ((hz (k + 1)).const_mul _)
  -- the signal is uncorrelated with later kicks
  have hfut : ∀ k m, k < m → cov[relaxation g₀ a k, fun z => z m; kicks] = 0 := by
    intro k
    induction k with
    | zero =>
      intro m hm
      rw [relaxation, covariance_const_mul_left, hz0 0 m hm.ne, mul_zero]
    | succ k ih =>
      intro m hm
      rw [relaxation, hlin _ _ _ _ _ (hR k) (hz _) (hz m), ih m (by omega),
        hz0 _ m hm.ne, mul_zero, mul_zero, add_zero]
  -- the kicks restore exactly the variance lost by relaxation
  have hvar : ∀ k, cov[relaxation g₀ a k, relaxation g₀ a k; kicks] = g₀ := by
    intro k
    induction k with
    | zero =>
      rw [relaxation, covariance_const_mul_left, covariance_comm, covariance_const_mul_left,
        hz1, mul_one, Real.mul_self_sqrt hg]
    | succ k ih =>
      have hs := Real.mul_self_sqrt (mul_nonneg hg (sub_nonneg.mpr ha))
      have e1 : cov[relaxation g₀ a k, relaxation g₀ a (k + 1); kicks] = a * g₀ := by
        rw [covariance_comm, relaxation, hlin _ _ _ _ _ (hR k) (hz _) (hR k), ih,
          covariance_comm (fun z : ℕ → ℝ => z (k + 1)), hfut k _ (by omega), mul_zero, add_zero]
      have e2 : cov[fun z : ℕ → ℝ => z (k + 1), relaxation g₀ a (k + 1); kicks]
          = √(g₀ * (1 - a ^ 2)) := by
        rw [covariance_comm, relaxation, hlin _ _ _ _ _ (hR k) (hz _) (hz _),
          hfut k _ (by omega), hz1, mul_zero, zero_add, mul_one]
      have e3 := hlin _ _ _ a (√(g₀ * (1 - a ^ 2))) (hR k) (hz (k + 1)) (hR (k + 1))
      rw [e1, e2] at e3
      refine Eq.trans e3 ?_
      linear_combination hs
  refine ⟨hR, fun i k => ?_⟩
  induction k with
  | zero => simpa using hvar i
  | succ k ih =>
    rw [← add_assoc, covariance_comm, relaxation, hlin _ _ _ _ _ (hR _) (hz _) (hR i),
      covariance_comm (relaxation g₀ a (i + k)), ih,
      covariance_comm (fun z : ℕ → ℝ => z (i + k + 1)), hfut i _ (by omega)]
    ring

end

end FCIQMCStatisticalError
```

```lean
#print axioms FCIQMCStatisticalError.statistical_error_small_step
#print axioms FCIQMCStatisticalError.iterations_inverse_to_step
```

```
'FCIQMCStatisticalError.statistical_error_small_step' depends on axioms: [propext, Classical.choice, Quot.sound]
'FCIQMCStatisticalError.iterations_inverse_to_step' depends on axioms: [propext, Classical.choice, Quot.sound]
```
